# Two-sided bounds on umklapp weights for plane waves coupled only through a central wave

Before diagonalizing a plane-wave Hamiltonian for a Compton profile, one can estimate the umklapp weights of a lowest-band state by computing $|V_g|^2/D_g^2$ for each umklapp wave, provided that the pseudopotential is weak compared with the energy differences. Here $V_g$ is the pseudopotential coefficient that couples the central wave to umklapp wave $g$, and $D_g$ is the energy of that wave above the central one. For finitely many umklapp waves that do not couple to each other, and with all $D_g>0$, this ratio is an upper bound on the exact weight in the lowest one-electron state of the model, and the error has an explicit bound.

## The model and its ground state

In Lean 4 with Mathlib:

```lean
import Mathlib

open Matrix Filter Topology ComplexConjugate

namespace ComptonUmklapp

noncomputable section

variable {ι : Type*} [Fintype ι] [DecidableEq ι]
```

The type `ι` labels the umklapp waves, and `Fintype ι` says that there are finitely many. Physically, the label $g$ stands for a nonzero reciprocal lattice vector $\mathbf G$, and the wave has momentum $\hbar(\mathbf k+\mathbf G)$.

```lean
/-- Plane-wave Hamiltonian: a central wave `none` at energy zero is coupled by the
pseudopotential coefficients `V g` to umklapp waves `some g` at energies `D g`. -/
def umklappHamiltonian (V : ι → ℂ) (D : ι → ℝ) : Matrix (Option ι) (Option ι) ℂ :=
  Matrix.of fun a b => match a, b with
    | none, none => 0
    | none, some g => conj (V g)
    | some g, none => V g
    | some g, some k => if g = k then (D g : ℂ) else 0
```

`Option ι` is the set of labels `ι` with one extra element, `none`, which stands for the central wave $\mathbf k$. The matrix has the entries

$$H_{00}=0,\qquad H_{g0}=V_g,\qquad H_{0g}=\overline{V_g},\qquad H_{gk}=D_g\,\delta_{gk}.$$

The energy zero is that of the central wave. The coefficients $V_g$ may be complex. The last entry contains the main idealisation: a crystal potential generally also couples the umklapp waves to each other, and those couplings are set to zero.

```lean
/-- A normalized eigenvector `c` of `H` whose energy `E` is a lower bound for the energy
expectation value of every state. -/
structure IsGroundState {n : Type*} [Fintype n] (H : Matrix n n ℂ) (E : ℝ) (c : n → ℂ) :
    Prop where
  eigen : H *ᵥ c = (E : ℂ) • c
  normalized : ∑ i, ‖c i‖ ^ 2 = 1
  lowest : ∀ v : n → ℂ, E * ∑ i, ‖v i‖ ^ 2 ≤ (star v ⬝ᵥ (H *ᵥ v)).re
```

A ground state consists of a real energy $E$ and amplitudes $c$, written $c_0$ for `c none` and $c_g$ for `c (some g)`. They satisfy $Hc=Ec$ and $|c_0|^2+\sum_g|c_g|^2=1$, and $E\,\|v\|^2\le\operatorname{Re}\,v^\dagger Hv$ holds for every vector $v$, normalized or not. The symbols `*ᵥ` and `⬝ᵥ` are the matrix-vector product and the dot product. The theorems take a ground state as given; the definition itself allows degeneracy.

```lean
/-- The squared ratio of pseudopotential coefficient to energy denominator. -/
def ratioSq (V : ι → ℂ) (D : ι → ℝ) (g : ι) : ℝ := ‖V g‖ ^ 2 / D g ^ 2
```

This is $x_g=|V_g|^2/D_g^2$, the umklapp weight estimated from the first-order amplitude.

```lean
/-- Minus the second-order energy shift of the central wave. -/
def secondOrderShift (V : ι → ℂ) (D : ι → ℝ) : ℝ := ∑ g, ‖V g‖ ^ 2 / D g
```

This is $S=\sum_g|V_g|^2/D_g$, the amount by which second-order perturbation theory lowers the central wave.

## From the eigenvalue equation to the energy

```lean
variable {V : ι → ℂ} {D : ι → ℝ} {E : ℝ} {c : Option ι → ℂ}

/-- The secular equations for the central and the umklapp amplitudes. -/
theorem secular_equations (h : IsGroundState (umklappHamiltonian V D) E c) :
    (∑ g, conj (V g) * c (some g) = E * c none) ∧
      ∀ g, V g * c none = ((E : ℂ) - D g) * c (some g) := by
  constructor
  · have h0 := congrFun h.eigen none
    simpa [umklappHamiltonian, Matrix.mulVec, dotProduct, Fintype.sum_option] using h0
  · intro g
    have h1 : V g * c none + D g * c (some g) = E * c (some g) := by
      have h0 := congrFun h.eigen (some g)
      simpa [umklappHamiltonian, Matrix.mulVec, dotProduct, Fintype.sum_option] using h0
    linear_combination h1
```

The rows of $Hc=Ec$ read

$$\sum_g\overline{V_g}\,c_g=E\,c_0,\qquad V_g\,c_0=(E-D_g)\,c_g.$$

In the proof, `congrFun` picks out one row, `simpa` evaluates the matrix product, and `linear_combination` moves $D_gc_g$ to the other side.

```lean
/-- The ground-state energy does not exceed the energy zero of the central wave. -/
theorem energy_nonpos (h : IsGroundState (umklappHamiltonian V D) E c) : E ≤ 0 := by
  -- the central plane wave serves as trial state
  have h0 := h.lowest (fun a => Option.elim a 1 (fun _ => 0))
  simpa [umklappHamiltonian, Matrix.mulVec, dotProduct, Fintype.sum_option] using h0
```

Take the central wave itself as trial state, $v_0=1$ and $v_g=0$. Its energy is $H_{00}=0$, so $E\le 0$.

```lean
/-- The umklapp weight times the squared energy denominator, taken from the exact energy,
equals the squared pseudopotential coefficient times the central weight. -/
theorem weight_relation (h : IsGroundState (umklappHamiltonian V D) E c) (g : ι) :
    ‖c (some g)‖ ^ 2 * (D g - E) ^ 2 = ‖V g‖ ^ 2 * ‖c none‖ ^ 2 := by
  have h1 := congrArg (fun z : ℂ => ‖z‖ ^ 2) ((secular_equations h).2 g)
  simp only [norm_mul, mul_pow] at h1
  rw [← Complex.ofReal_sub, Complex.norm_real, Real.norm_eq_abs, sq_abs] at h1
  linear_combination -h1
```

Write $w_g=|c_g|^2$ and $w_0=|c_0|^2$. Taking the squared modulus of the second secular equation gives

$$w_g\,(D_g-E)^2=|V_g|^2\,w_0 .$$

```lean
/-- If all `D g` are positive, the central plane wave has a nonzero amplitude in the ground state.
-/
theorem central_ne_zero (hD : ∀ g, 0 < D g)
    (h : IsGroundState (umklappHamiltonian V D) E c) : c none ≠ 0 := by
  intro h0
  have hE := energy_nonpos h
  have hz : ∀ g, ‖c (some g)‖ ^ 2 = 0 := by
    intro g
    have h1 := weight_relation h g
    have h2 : (D g - E) ^ 2 ≠ 0 := pow_ne_zero 2 (by linarith [hD g])
    rw [h0, norm_zero, zero_pow two_ne_zero, mul_zero] at h1
    exact (mul_eq_zero.mp h1).resolve_right h2
  have hn := h.normalized
  rw [Fintype.sum_option, Finset.sum_congr rfl (fun g _ => hz g), h0] at hn
  simp at hn
```

The hypothesis `hD` says $D_g>0$ for every $g$: each umklapp wave lies above the central one, so $\mathbf k$ is not on a Bragg plane of any included $\mathbf G$. With $E\le0$ this makes $D_g-E$ positive. If $c_0$ were zero, the relation above would force every $w_g$ to vanish, which contradicts normalization.

```lean
/-- If all `D g` are positive, the ground-state energy solves the self-consistent second-order
equation with the exact energy in the denominators. -/
theorem energy_equation (hD : ∀ g, 0 < D g)
    (h : IsGroundState (umklappHamiltonian V D) E c) :
    E = -∑ g, ‖V g‖ ^ 2 / (D g - E) := by
  have hE := energy_nonpos h
  have h1 : (E : ℂ) * c none = ((-∑ g, ‖V g‖ ^ 2 / (D g - E) : ℝ) : ℂ) * c none := by
    rw [← (secular_equations h).1]
    push_cast
    rw [neg_mul, Finset.sum_mul, ← Finset.sum_neg_distrib]
    refine Finset.sum_congr rfl fun g _ => ?_
    have hne : (D g : ℂ) - E ≠ 0 := by
      rw [← Complex.ofReal_sub]
      exact Complex.ofReal_ne_zero.mpr (by linarith [hD g])
    -- eliminate the umklapp amplitude
    have hc : c (some g) = -(V g * c none) / ((D g : ℂ) - E) := by
      rw [eq_div_iff hne]
      linear_combination (secular_equations h).2 g
    rw [hc, ← Complex.conj_mul']
    ring
  exact Complex.ofReal_injective (mul_right_cancel₀ (central_ne_zero hD h) h1)
```

Solve the second secular equation for the umklapp amplitude, $c_g=-V_gc_0/(D_g-E)$, and insert it into the first:

$$E\,c_0=-\sum_g\frac{|V_g|^2}{D_g-E}\,c_0 .$$

Since $c_0\neq0$, it can be cancelled. The result has the Brillouin–Wigner form, with the exact energy in the denominators. In the code, `hc` is the elimination and `mul_right_cancel₀` the cancellation. If there are no umklapp waves at all, the sum is empty and $E=0$.

## The bounds on the weights

```lean
/-- If all `D g` are positive, each umklapp weight is at most the squared ratio of pseudopotential
coefficient to energy denominator. -/
theorem umklapp_weight_le (hD : ∀ g, 0 < D g)
    (h : IsGroundState (umklappHamiltonian V D) E c) (g : ι) :
    ‖c (some g)‖ ^ 2 ≤ ratioSq V D g := by
  have hE := energy_nonpos h
  have hn := h.normalized
  rw [Fintype.sum_option] at hn
  have hs : 0 ≤ ∑ k, ‖c (some k)‖ ^ 2 := Finset.sum_nonneg fun k _ => sq_nonneg _
  unfold ratioSq
  rw [le_div_iff₀ (pow_pos (hD g) 2)]
  calc ‖c (some g)‖ ^ 2 * D g ^ 2 ≤ ‖c (some g)‖ ^ 2 * (D g - E) ^ 2 :=
        mul_le_mul_of_nonneg_left (pow_le_pow_left₀ (hD g).le (by linarith) 2) (sq_nonneg _)
    _ = ‖V g‖ ^ 2 * ‖c none‖ ^ 2 := weight_relation h g
    _ ≤ ‖V g‖ ^ 2 := mul_le_of_le_one_right (sq_nonneg _) (by linarith)
```

Because $E\le0$, we have $D_g^2\le(D_g-E)^2$, and normalization gives $w_0\le1$. Hence

$$w_g D_g^2\le w_g(D_g-E)^2=|V_g|^2w_0\le|V_g|^2,$$

and division by $D_g^2$ gives $w_g\le x_g$. The `calc` block is this same chain, one line per step.

```lean
/-- Two-sided estimate of every umklapp weight when all `D g` are positive: it does not exceed the
squared ratio of pseudopotential to energy denominator, and it falls short of that ratio by at most
an explicit higher-order correction. -/
theorem umklapp_weight_bounds (hD : ∀ g, 0 < D g)
    (h : IsGroundState (umklappHamiltonian V D) E c) (g : ι) :
    ratioSq V D g * (1 - 2 * secondOrderShift V D / D g - ∑ k, ratioSq V D k)
      ≤ ‖c (some g)‖ ^ 2 ∧ ‖c (some g)‖ ^ 2 ≤ ratioSq V D g := by
  refine ⟨?_, umklapp_weight_le hD h g⟩
  have hE := energy_nonpos h
  have hg := hD g
  have hn := h.normalized
  rw [Fintype.sum_option] at hn
  have hs : 0 ≤ ∑ k, ‖c (some k)‖ ^ 2 := Finset.sum_nonneg fun k _ => sq_nonneg _
  have hX : ∑ k, ‖c (some k)‖ ^ 2 ≤ ∑ k, ratioSq V D k :=
    Finset.sum_le_sum fun k _ => umklapp_weight_le hD h k
  -- the energy lowering is at most the second-order shift
  have hS : -E ≤ secondOrderShift V D := by
    have h1 : ∑ k, ‖V k‖ ^ 2 / (D k - E) ≤ secondOrderShift V D :=
      Finset.sum_le_sum fun k _ =>
        div_le_div_of_nonneg_left (sq_nonneg _) (hD k) (by linarith)
    linarith [energy_equation hD h]
  have hpos : 0 < D g - E := by linarith
  obtain ⟨r, hr⟩ : ∃ r, r = -E / D g := ⟨_, rfl⟩
  have hr0 : 0 ≤ r := by rw [hr]; exact div_nonneg (by linarith) hg.le
  have hEr : E = -(r * D g) := by rw [hr]; field_simp
  have hrS : 2 * r ≤ 2 * secondOrderShift V D / D g := by
    rw [le_div_iff₀ hg]; linarith
  -- q measures the change of the squared energy denominator
  obtain ⟨q, hq⟩ : ∃ q, q = D g ^ 2 / (D g - E) ^ 2 := ⟨_, rfl⟩
  have hq1 : q ≤ 1 := by
    rw [hq, div_le_one (pow_pos hpos 2)]
    exact pow_le_pow_left₀ hg.le (by linarith) 2
  have hq2 : 1 - 2 * r ≤ q := by
    rw [hq, le_div_iff₀ (pow_pos hpos 2), hEr]
    have h3 : 0 ≤ D g ^ 2 * (3 * r ^ 2 + 2 * r ^ 3) := by positivity
    linarith [show D g ^ 2 - (1 - 2 * r) * (D g - -(r * D g)) ^ 2
      = D g ^ 2 * (3 * r ^ 2 + 2 * r ^ 3) by ring]
  have hw : ‖c (some g)‖ ^ 2 = ratioSq V D g * (q * ‖c none‖ ^ 2) := by
    have h1 : ‖c (some g)‖ ^ 2 = ‖V g‖ ^ 2 * ‖c none‖ ^ 2 / (D g - E) ^ 2 := by
      rw [eq_div_iff (pow_pos hpos 2).ne']
      exact weight_relation h g
    have hg' := hg.ne'
    have hp' := hpos.ne'
    rw [h1, hq, ratioSq]
    field_simp
  rw [hw]
  refine mul_le_mul_of_nonneg_left ?_ (div_nonneg (sq_nonneg _) (sq_nonneg _))
  have h4 : 0 ≤ (1 - q) * (1 - ‖c none‖ ^ 2) := mul_nonneg (by linarith) (by linarith)
  nlinarith
```

With $X=\sum_k x_k$, the theorem states

$$x_g\left(1-\frac{2S}{D_g}-X\right)\le w_g\le x_g .$$

The upper bound is already available. For the lower one, set

$$r=-\frac{E}{D_g}\ge0,\qquad q=\frac{D_g^2}{(D_g-E)^2}=\frac1{(1+r)^2}\le 1 .$$

The weight relation then becomes $w_g=x_g\,q\,w_0$, which is `hw` in the code. Two effects reduce the weight below $x_g$: the lowered energy widens the denominator, which is the factor $q$, and the central wave loses weight, which is the factor $w_0$.

1. The central weight is $w_0=1-\sum_kw_k\ge1-X$, by the upper bound applied to every wave (`hX`).
2. Since $D_k-E\ge D_k$, the energy equation gives $-E\le S$ (`hS`), so $2r\le 2S/D_g$ (`hrS`).
3. The identity $1-(1-2r)(1+r)^2=3r^2+2r^3\ge0$ gives $q\ge1-2r$ (`hq2`).
4. Both $q$ and $w_0$ are at most 1, so $(1-q)(1-w_0)\ge0$, which means $qw_0\ge q+w_0-1$ (`h4`).

Together,

$$q\,w_0\ge(1-2r)+(1-X)-1\ge1-\frac{2S}{D_g}-X,$$

and multiplication by $x_g\ge0$ finishes the argument. The closing `nlinarith` assembles these inequalities.

```lean
/-- For a single umklapp wave with `D > 0` and `x = |V|²/D²`, the umklapp weight lies between `x -
3x²` and `x`. -/
theorem two_wave_bounds {V : ℂ} {D E : ℝ} {c : Option Unit → ℂ} (hD : 0 < D)
    (h : IsGroundState (umklappHamiltonian (fun _ => V) (fun _ => D)) E c) :
    ‖V‖ ^ 2 / D ^ 2 - 3 * (‖V‖ ^ 2 / D ^ 2) ^ 2 ≤ ‖c (some ())‖ ^ 2 ∧
      ‖c (some ())‖ ^ 2 ≤ ‖V‖ ^ 2 / D ^ 2 := by
  obtain ⟨h1, h2⟩ := umklapp_weight_bounds (fun _ => hD) h ()
  refine ⟨le_trans (le_of_eq ?_) h1, h2⟩
  simp only [ratioSq, secondOrderShift, Finset.univ_unique, Finset.sum_singleton]
  field_simp
  ring
```

For a single umklapp wave, `Unit` is the label type with one element. Then $S/D=x$ and $X=x$, where $x=|V|^2/D^2$, so the bracket is $1-3x$ and

$$x-3x^2\le w\le x .$$

For $x\ge 1/3$ the lower bound is zero or negative and carries no information. At small $x$ the coefficient 3 is the right one: expanding the closed two-level solution $w=\tfrac12\bigl(1-1/\sqrt{1+4x}\bigr)$ by hand gives $x-3x^2+\dots$

## The weak-potential limit

```lean
/-- When all `D g` are positive and the pseudopotential is scaled by `t`, the umklapp weight divided
by `t²` tends to the squared ratio of pseudopotential to energy denominator as `t` tends to zero. -/
theorem umklapp_weight_scaling (hD : ∀ g, 0 < D g) (e : ℝ → ℝ) (ψ : ℝ → Option ι → ℂ)
    (h : ∀ t : ℝ, IsGroundState (umklappHamiltonian (fun g => (t : ℂ) * V g) D) (e t) (ψ t))
    (g : ι) :
    Tendsto (fun t => ‖ψ t (some g)‖ ^ 2 / t ^ 2) (𝓝[≠] 0) (𝓝 (ratioSq V D g)) := by
  have hx : ∀ (t : ℝ) k, ratioSq (fun g => (t : ℂ) * V g) D k = t ^ 2 * ratioSq V D k := by
    intro t k
    simp only [ratioSq, norm_mul, Complex.norm_real, Real.norm_eq_abs, mul_pow, sq_abs]
    ring
  have hS : ∀ t : ℝ, secondOrderShift (fun g => (t : ℂ) * V g) D
      = t ^ 2 * secondOrderShift V D := by
    intro t
    simp only [secondOrderShift, norm_mul, Complex.norm_real, Real.norm_eq_abs, mul_pow,
      sq_abs, Finset.mul_sum, mul_div_assoc]
  -- squeeze between the two bounds
  have hlow : Tendsto (fun t : ℝ => ratioSq V D g *
      (1 - 2 * (t ^ 2 * secondOrderShift V D) / D g - t ^ 2 * ∑ k, ratioSq V D k))
      (𝓝[≠] 0) (𝓝 (ratioSq V D g)) :=
    (Continuous.tendsto' (by fun_prop) 0 _ (by simp)).mono_left nhdsWithin_le_nhds
  refine tendsto_of_tendsto_of_tendsto_of_le_of_le' hlow tendsto_const_nhds ?_ ?_
  · filter_upwards [self_mem_nhdsWithin] with t ht
    have ht2 : 0 < t ^ 2 := sq_pos_of_ne_zero ht
    have h1 := (umklapp_weight_bounds hD (h t) g).1
    simp only [hx, hS, ← Finset.mul_sum] at h1
    rw [le_div_iff₀ ht2]
    linarith
  · filter_upwards [self_mem_nhdsWithin] with t ht
    have ht2 : 0 < t ^ 2 := sq_pos_of_ne_zero ht
    have h1 := umklapp_weight_le hD (h t) g
    rw [hx] at h1
    rw [div_le_iff₀ ht2]
    linarith
```

Replace every $V_g$ by $tV_g$ with real $t$, and let `ψ t` be a ground state for each $t$. No continuity in $t$ is assumed, so any choice of ground states and phases will do. The statement is

$$\lim_{t\to0}\frac{w_g(t)}{t^2}=x_g ,$$

where `𝓝[≠] 0` means that $t$ approaches zero without being equal to it.

Under the scaling, $x_g$, $S$ and $X$ all acquire a factor $t^2$ (`hx` and `hS`). Dividing the two-sided bound by $t^2$ gives

$$x_g\left(1-\frac{2t^2S}{D_g}-t^2X\right)\le\frac{w_g(t)}{t^2}\le x_g .$$

The left side tends to $x_g$, and the squeeze theorem `tendsto_of_tendsto_of_tendsto_of_le_of_le'` gives the limit. The energies $D_g$ stay fixed, so the limit does not describe an approach to a Bragg plane, where $D_g\to0$.

For electronic structure, this justifies ranking umklapp components by $|V_g|^2/D_g^2$ in a weak potential, for one independent electron in the lowest band at one $\mathbf k$ and within this restricted coupling. A Compton profile also needs the sum over occupied states and the projection onto the scattering vector. The weights are moreover those of the pseudo-wavefunction, which lacks the oscillations near the nuclei.

## A two-wave ground state in rational numbers

```lean
/-- For `V = 60` and `D = 119` the state with amplitudes `12/13` and `-5/13` is a ground
state of energy `-25`. -/
theorem isGroundState_witness :
    IsGroundState (umklappHamiltonian (fun _ : Unit => 60) (fun _ => 119)) (-25)
      (fun a => Option.elim a (12 / 13) (fun _ => -5 / 13)) := by
  refine ⟨?_, ?_, ?_⟩
  · have h60 : (starRingEnd ℂ) (60 : ℂ) = 60 := by
      apply Complex.ext <;> simp
    ext a
    rcases a with _ | a <;>
      simp [umklappHamiltonian, Matrix.mulVec, dotProduct, Fintype.sum_option] <;>
      norm_num [h60]
  · simp [Fintype.sum_option]
    norm_num
  · intro v
    simp [umklappHamiltonian, Matrix.mulVec, dotProduct, Fintype.sum_option,
      Complex.sq_norm, Complex.normSq_apply]
    -- the difference of the two sides is a sum of squares
    nlinarith [sq_nonneg (5 * (v none).re + 12 * (v (some ())).re),
      sq_nonneg (5 * (v none).im + 12 * (v (some ())).im)]

end

end ComptonUmklapp
```

With $V=60$ and $D=119$, the amplitudes $c_0=12/13$ and $c_g=-5/13$ form a normalized eigenvector of energy $-25$. It is lowest because, for every $v$,

$$v^\dagger Hv+25\,\|v\|^2=|5v_0+12v_g|^2\ge0 .$$

The real and imaginary parts of this square are the two hints handed to `nlinarith`. The umklapp weight is $w=25/169\approx0.148$, and $x=3600/14161\approx0.254$, so the bounds read $0.060\le0.148\le0.254$ in rounded numbers. At this coupling strength the simple ratio overestimates the weight considerably.

```lean
#print axioms ComptonUmklapp.umklapp_weight_bounds
#print axioms ComptonUmklapp.two_wave_bounds
#print axioms ComptonUmklapp.umklapp_weight_scaling
```

```
'ComptonUmklapp.umklapp_weight_bounds' depends on axioms: [propext, Classical.choice, Quot.sound]
'ComptonUmklapp.two_wave_bounds' depends on axioms: [propext, Classical.choice, Quot.sound]
'ComptonUmklapp.umklapp_weight_scaling' depends on axioms: [propext, Classical.choice, Quot.sound]
```
